# For a > −1, a polynomial solution of the Laguerre equation is fixed by its value at the origin

I write the Laguerre equation as

x p″ + (a + 1 − x) p′ + ν p = 0,

with real a and ν. For a hydrogen-like atom the radial function is ρˡ e^(−ρ/2) p(ρ), where l is the angular momentum quantum number, N is the principal one, and ρ = 2Zr/N is the scaled radius, with r in Bohr radii and Z the nuclear charge number. The polynomial p then solves this equation with a = 2l + 1 and ν = N − l − 1.

Two sources give me differently written polynomials for the same orbital. I have checked that both solve the equation, and I rescaled one so that they agree at ρ = 0. Are they now the same polynomial? The equation is of second order, so I would have expected to compare the slopes at the origin as well.

## The equation itself fixes the slope at the origin

Yes, they are the same. At x = 0 the factor in front of p″ vanishes, and the equation reduces to

(a + 1) p′(0) + ν p(0) = 0.

For a > −1 the slope therefore follows from the value. The higher coefficients follow in the same way. Write p = Σ cₖ xᵏ and collect the coefficient of xᵏ in each term:

- x p″ gives (k + 1) k cₖ₊₁.
- (a + 1) p′ gives (a + 1)(k + 1) cₖ₊₁.
- −x p′ gives −k cₖ.
- ν p gives ν cₖ.

Their sum must vanish for every k ≥ 0:

(k + 1)(a + 1 + k) cₖ₊₁ − (k − ν) cₖ = 0.

Suppose p(0) = c₀ = 0. If a > −1, then a + 1 + k > 0 and k + 1 > 0, so cₖ = 0 implies cₖ₊₁ = 0. All coefficients vanish, and p = 0.

Now let p and q be two solutions with p(0) = q(0). The equation is linear, so p − q is a solution that vanishes at the origin. Hence p − q = 0.

## Only negative integers a cause trouble

The argument uses only that a + 1 + k is never zero, which means that a is not one of −1, −2, −3, … At each of these values uniqueness fails for some ν. Take a = −(m + 1) and ν = m + 1 with m = 0, 1, 2, …, and try p = xᵐ⁺¹:

x p″ = m(m + 1) xᵐ

(a + 1 − x) p′ = −m(m + 1) xᵐ − (m + 1) xᵐ⁺¹

ν p = (m + 1) xᵐ⁺¹

The sum is zero, so this nonzero polynomial solves the equation and vanishes at the origin. The simplest case is p = x with a = −1 and ν = 1.

## The solution with value 1 at the origin

Let a > −1 again, and let ν = n be a natural number, 0 included. In the hydrogen problem this n is the number of radial nodes, not the principal quantum number. Starting from c₀ = 1, the recurrence gives

cₖ = ∏ (j − n) / ((j + 1)(a + 1 + j)), with j running from 0 to k − 1.

For k > n the product contains the factor with j = n, which is zero, so the series stops at xⁿ. For n = 0 the result is 1, and for n = 1 it is 1 − x/(a + 1). By uniqueness, every polynomial solution p is p(0) times this one. For the non-relativistic one-electron atom, two sources that use the same variable ρ therefore have polynomials for a given orbital that differ only by a constant factor, which can be read off at ρ = 0. If a source scales the radius differently, its variable has to be converted first: in t = ρ/2, the 2s polynomial 1 − ρ/2 reads 1 − t.

## Reading the Lean statements

A polynomial is an element of `ℝ[X]`, `derivative` is the formal derivative, which agrees with the usual one, and `C` turns a real number into a constant polynomial. `laguerreOp a ν p` is the left-hand side of the equation, so `laguerreOp a ν p = 0` says that p is a solution. The value at the origin is `p.eval 0`.

- `eq_zero_of_eval_zero`: for `-1 < a` and any real ν, a solution with value 0 at the origin is the zero polynomial.
- `eq_of_eval_zero_eq`: for `-1 < a`, two solutions with the same a, the same ν and the same value at the origin are equal. This is the answer to the question.
- `uniqueness_iff`: for a given real a, with `-1 < a` no longer assumed, the conclusion of the first statement holds for all ν together exactly when a is not a negative integer, written as `a ≠ -((m : ℝ) + 1)` for every natural m.
- `unitLaguerre_solves` and `eq_value_mul_unitLaguerre`: for `-1 < a` and ν = n, the terminating series is a solution with value 1 at the origin, and every polynomial solution is a multiple of it.

The "unit" in `unitLaguerre` refers to the value at the origin and not to a norm. The common textbook polynomial has the value (a + 1)(a + 2)…(a + n)/n! there instead. If a is a negative integer, a denominator in `seriesCoeff` can be zero, and Lean then sets the quotient to 0; the two theorems about solutions exclude this case by assuming `-1 < a`.

That p is a polynomial is a hypothesis. For hydrogen it stands for the step from a normalisable bound state to a terminating series, which has to be supplied separately. The restriction matters for the general statement: for −1 < a < 0, a range that does not occur in hydrogen, where a = 2l + 1, the equation also has a solution on x > 0 that starts like x^(−a), which tends to zero at the origin without being a polynomial. This last observation comes from the usual series analysis and is not part of the Lean code.

```lean
import Mathlib

open Polynomial

namespace LaguerreUniqueness

noncomputable section

/-- The Laguerre differential operator `X p'' + (a + 1 - X) p' + ν p` acting on real
polynomials. -/
def laguerreOp (a ν : ℝ) (p : ℝ[X]) : ℝ[X] :=
  X * derivative (derivative p) + (C (a + 1) - X) * derivative p + C ν * p

/-- The Laguerre operator couples only neighbouring powers: the coefficient of `X ^ k` in its
image involves the coefficients `k` and `k + 1` of the polynomial. -/
theorem coeff_laguerreOp (a ν : ℝ) (p : ℝ[X]) (k : ℕ) :
    (laguerreOp a ν p).coeff k =
      ((k : ℝ) + 1) * (a + 1 + k) * p.coeff (k + 1) - ((k : ℝ) - ν) * p.coeff k := by
  cases k with
  | zero =>
    simp only [laguerreOp, sub_mul, coeff_add, coeff_sub, mul_coeff_zero,
      coeff_X_zero, coeff_C_zero, coeff_derivative]
    push_cast
    ring
  | succ k =>
    simp only [laguerreOp, sub_mul, coeff_add, coeff_sub, coeff_C_mul, coeff_X_mul,
      coeff_derivative]
    push_cast
    ring

/-- If `a` is not a negative integer, a polynomial solution of the Laguerre equation that
vanishes at the origin is zero. -/
theorem eq_zero_of_not_negative_integer {a ν : ℝ} {p : ℝ[X]}
    (ha : ∀ m : ℕ, a ≠ -((m : ℝ) + 1))
    (hp : laguerreOp a ν p = 0) (h0 : p.eval 0 = 0) : p = 0 := by
  ext k
  rw [coeff_zero]
  induction k with
  | zero => rw [coeff_zero_eq_eval_zero, h0]
  | succ k ih =>
    -- the recurrence passes the zero from one coefficient to the next
    have h := coeff_laguerreOp a ν p k
    rw [hp, coeff_zero, ih, mul_zero, sub_zero] at h
    have h1 : (k : ℝ) + 1 ≠ 0 := by positivity
    have h2 : a + 1 + (k : ℝ) ≠ 0 := fun e => ha k (by linarith)
    exact (mul_eq_zero.mp h.symm).resolve_left (mul_ne_zero h1 h2)

/-- For `a > -1` and any real `ν`, a polynomial solution of the Laguerre equation that vanishes
at the origin is zero. -/
theorem eq_zero_of_eval_zero {a ν : ℝ} {p : ℝ[X]} (ha : -1 < a)
    (hp : laguerreOp a ν p = 0) (h0 : p.eval 0 = 0) : p = 0 := by
  refine eq_zero_of_not_negative_integer (fun m hm => ?_) hp h0
  have hm0 : (0 : ℝ) ≤ m := Nat.cast_nonneg m
  linarith

/-- For `a > -1`, two polynomial solutions of the same Laguerre equation with the same value at
the origin coincide. -/
theorem eq_of_eval_zero_eq {a ν : ℝ} {p q : ℝ[X]} (ha : -1 < a)
    (hp : laguerreOp a ν p = 0) (hq : laguerreOp a ν q = 0)
    (h0 : p.eval 0 = q.eval 0) : p = q := by
  -- the equation is linear, so the difference is a solution vanishing at the origin
  have hlin : laguerreOp a ν (p - q) = laguerreOp a ν p - laguerreOp a ν q := by
    simp only [laguerreOp, derivative_sub]
    ring
  have hsol : laguerreOp a ν (p - q) = 0 := by rw [hlin, hp, hq, sub_zero]
  have hval : (p - q).eval 0 = 0 := by rw [eval_sub, h0, sub_self]
  exact sub_eq_zero.mp (eq_zero_of_eval_zero ha hsol hval)

/-- At the negative integer `a = -(m + 1)` and with `ν = m + 1`, the monomial `X ^ (m + 1)`
solves the Laguerre equation. -/
theorem laguerreOp_monomial (m : ℕ) :
    laguerreOp (-((m : ℝ) + 1)) ((m : ℝ) + 1) (X ^ (m + 1)) = 0 := by
  ext k
  rw [coeff_laguerreOp, coeff_zero]
  have e1 : ((k : ℝ) + 1) * (-((m : ℝ) + 1) + 1 + k) *
      (X ^ (m + 1) : ℝ[X]).coeff (k + 1) = 0 := by
    rw [coeff_X_pow]
    split_ifs with h
    · obtain rfl : k = m := by omega
      ring
    · ring
  have e2 : ((k : ℝ) - ((m : ℝ) + 1)) * (X ^ (m + 1) : ℝ[X]).coeff k = 0 := by
    rw [coeff_X_pow]
    split_ifs with h
    · subst h
      push_cast
      ring
    · ring
  linear_combination e1 - e2

/-- The statement that, for every `ν`, a polynomial solution of the Laguerre equation that vanishes
at the origin is zero holds exactly when `a` is not a negative integer. -/
theorem uniqueness_iff (a : ℝ) :
    (∀ (ν : ℝ) (p : ℝ[X]), laguerreOp a ν p = 0 → p.eval 0 = 0 → p = 0) ↔
      ∀ m : ℕ, a ≠ -((m : ℝ) + 1) := by
  constructor
  · intro h m hm
    have hX : (X ^ (m + 1) : ℝ[X]) = 0 :=
      h ((m : ℝ) + 1) (X ^ (m + 1)) (by rw [hm]; exact laguerreOp_monomial m) (by simp)
    exact pow_ne_zero _ X_ne_zero hX
  · intro ha ν p hp h0
    exact eq_zero_of_not_negative_integer ha hp h0

/-- The series coefficients generated by the Laguerre recurrence from the value 1 at the origin,
for `a` not a negative integer. -/
def seriesCoeff (a ν : ℝ) (k : ℕ) : ℝ :=
  ∏ j ∈ Finset.range k, ((j : ℝ) - ν) / (((j : ℝ) + 1) * (a + 1 + j))

/-- The Laguerre polynomial with index `n` and parameter `a`, scaled to the value 1 at the
origin, for `a` not a negative integer. -/
def unitLaguerre (a : ℝ) (n : ℕ) : ℝ[X] :=
  ∑ k ∈ Finset.range (n + 1), C (seriesCoeff a n k) * X ^ k

/-- All coefficients of the scaled Laguerre polynomial are given by the series coefficients with
`ν = n`, also beyond the power `n`. -/
theorem coeff_unitLaguerre (a : ℝ) (n k : ℕ) :
    (unitLaguerre a n).coeff k = seriesCoeff a n k := by
  simp only [unitLaguerre, Polynomial.finsetSum_coeff, coeff_C_mul, coeff_X_pow, mul_ite, mul_one,
    mul_zero, Finset.sum_ite_eq, Finset.mem_range]
  split_ifs with h
  · rfl
  · -- beyond the power n the product contains the factor n - n
    symm
    exact Finset.prod_eq_zero (Finset.mem_range.mpr (by omega : n < k)) (by simp)

/-- For `a > -1` the scaled Laguerre polynomial solves the Laguerre equation with `ν = n` and
has the value 1 at the origin. -/
theorem unitLaguerre_solves {a : ℝ} (ha : -1 < a) (n : ℕ) :
    laguerreOp a n (unitLaguerre a n) = 0 ∧ (unitLaguerre a n).eval 0 = 1 := by
  constructor
  · ext k
    have hstep : seriesCoeff a n (k + 1) =
        seriesCoeff a n k * (((k : ℝ) - n) / (((k : ℝ) + 1) * (a + 1 + k))) :=
      Finset.prod_range_succ _ _
    have hk : (0 : ℝ) ≤ k := Nat.cast_nonneg k
    have h1 : (k : ℝ) + 1 ≠ 0 := by positivity
    have h2 : a + 1 + (k : ℝ) ≠ 0 := by linarith
    have h : ((k : ℝ) + 1) * (a + 1 + k) *
        (((k : ℝ) - n) / (((k : ℝ) + 1) * (a + 1 + k))) = (k : ℝ) - n := by
      field_simp
    rw [coeff_laguerreOp, coeff_unitLaguerre, coeff_unitLaguerre, coeff_zero, hstep]
    linear_combination seriesCoeff a n k * h
  · rw [← coeff_zero_eq_eval_zero, coeff_unitLaguerre]
    simp [seriesCoeff]

/-- For `a > -1`, every polynomial solution of the Laguerre equation with `ν = n` is its value at
the origin times the scaled Laguerre polynomial. -/
theorem eq_value_mul_unitLaguerre {a : ℝ} (ha : -1 < a) (n : ℕ) {p : ℝ[X]}
    (hp : laguerreOp a n p = 0) : p = C (p.eval 0) * unitLaguerre a n := by
  obtain ⟨hsol, hone⟩ := unitLaguerre_solves ha n
  have hscale : laguerreOp a n (C (p.eval 0) * unitLaguerre a n) =
      C (p.eval 0) * laguerreOp a n (unitLaguerre a n) := by
    simp only [laguerreOp, derivative_C_mul]
    ring
  refine eq_of_eval_zero_eq ha hp ?_ ?_
  · rw [hscale, hsol, mul_zero]
  · rw [eval_mul, eval_C, hone, mul_one]

end

end LaguerreUniqueness
```

```lean
#print axioms LaguerreUniqueness.uniqueness_iff
#print axioms LaguerreUniqueness.eq_value_mul_unitLaguerre
```

```
'LaguerreUniqueness.uniqueness_iff' depends on axioms: [propext, Classical.choice, Quot.sound]
'LaguerreUniqueness.eq_value_mul_unitLaguerre' depends on axioms: [propext, Classical.choice, Quot.sound]
```

## From the recurrence to the theorems

`coeff_laguerreOp` is the coefficient formula derived above. The proof treats k = 0 separately, because multiplication by X shifts coefficients up by one and leaves nothing at the lowest place. In both cases `simp only` reads off the coefficients and `ring` collects them.

`eq_zero_of_not_negative_integer` carries out the induction. After `ext k` the goal is that the k-th coefficient is zero. The base case is the value at the origin. In the step, the recurrence and the induction hypothesis leave (k + 1)(a + 1 + k) cₖ₊₁ = 0. The facts `h1` and `h2` say that the two numerical factors are nonzero, so the coefficient must vanish. `eq_zero_of_eval_zero` only has to observe that a > −1 rules out the negative integers, and `eq_of_eval_zero_eq` applies it to `p - q`, with linearity recorded in `hlin`.

`laguerreOp_monomial` checks the counter-example through the recurrence instead of by differentiation. The polynomial has a single nonzero coefficient, so each of the two terms can contribute at only one k. The first could do so at k = m, where a + 1 + k = 0, and the second at k = m + 1, where k − ν = 0. These are `e1` and `e2`. In `uniqueness_iff`, assuming uniqueness at a negative integer would force this monomial to be zero, which is a contradiction; the other direction is the induction theorem.

For the terminating series, `coeff_unitLaguerre` shows that the product formula gives every coefficient, including those beyond n, where the zero factor appears. In `unitLaguerre_solves`, `hstep` splits off the last factor of the product and `h` cancels its denominator, which gives the recurrence. Finally, `eq_value_mul_unitLaguerre` notes that p and p(0) times the series are both solutions with the same value at the origin, and applies uniqueness.
